# Jacobi iterates from zero are Onsager-symmetric at every step if the diagonal is field-independent and field reversal transposes the coupling

An iteration can be described by a formula for the next iterate or by the equation that the next iterate solves. Here it is the equation: `IsRun M K b x` says that the sequence $x_n$ starts at zero and obeys $Mx_{n+1}=b+Kx_n$. No inverse of $M$ appears. Jacobi (diagonal $M$) and Gauss-Seidel (triangular $M$) are both of this form.

In a linearised Boltzmann equation, $b$ is the driving source, $a$ the vector that reads out the measured current $\langle a,x_n\rangle$, $M$ the part solved at each step and $K$ the part taken from the previous iterate. Vectors are real with a finite index set `ι`; the field $B$ lives in any type `F` with a negation.

In Lean 4 with Mathlib:

```lean
import Mathlib

open Matrix

namespace OnsagerIteration

noncomputable section

variable {ι F : Type*} [Fintype ι]

/-- The sequence `x` starts from zero and obeys the splitting iteration
`M x_(n+1) = b + K x_n` with source `b`. -/
def IsRun (M K : Matrix ι ι ℝ) (b : ι → ℝ) (x : ℕ → ι → ℝ) : Prop :=
  x 0 = 0 ∧ ∀ n, M *ᵥ x (n + 1) = b + K *ᵥ x n
```

## The zero start

Physically, the iteration begins with no deviation from equilibrium. Write $\delta_m=x_{m+1}-x_m$. Since $x_0=0$, the first step gives $M\delta_0=b$. Subtracting consecutive steps removes the source:

$$M\delta_{m+1}=K\delta_m .$$

```lean
/-- `M` times an increment of a splitting iteration is `K` times the previous increment; the source
no longer appears. -/
theorem increment_step {M K : Matrix ι ι ℝ} {b : ι → ℝ} {x : ℕ → ι → ℝ}
    (hx : IsRun M K b x) (n : ℕ) :
    M *ᵥ (x (n + 1 + 1) - x (n + 1)) = K *ᵥ (x (n + 1) - x n) := by
  rw [Matrix.mulVec_sub, Matrix.mulVec_sub, hx.2 (n + 1), hx.2 n]
  abel
```

The zero start enters the next proof as `hx0` and `hy0`. If both runs instead start from the same $c\neq0$, the symmetry already fails at $n=0$ for $a=c$, $b=0$.

## Field reversal transposes the coupling

The condition $K(-B)=K(B)^T$ is postulated. It is a simplified form of microscopic reversibility, which also reverses the momenta. The condition holds, for example, when $K$ is the sum of a symmetric, field-independent in-scattering part and a Lorentz-force term that is antisymmetric and odd in $B$.

Let $y_n$ be the field-reversed run with source $a$, and $\varepsilon_k=y_{k+1}-y_k$. If $M$ is transposed as well, then $M^T\varepsilon_0=a$ and $M^T\varepsilon_{k+1}=K^T\varepsilon_k$, so

$$\langle M^T\varepsilon_k,\delta_{m+1}\rangle=\langle\varepsilon_k,K\delta_m\rangle=\langle K^T\varepsilon_k,\delta_m\rangle=\langle M^T\varepsilon_{k+1},\delta_m\rangle .$$

Repeating this $m$ times from $k=0$ gives

$$\langle a,\delta_m\rangle=\langle M^T\varepsilon_m,\delta_0\rangle=\langle\varepsilon_m,M\delta_0\rangle=\langle b,\varepsilon_m\rangle .$$

In the proof, `adj` moves a matrix across the scalar product, and `move` is the repetition, by induction on $m$ for all $k$ at once.

```lean
/-- The `m`-th increments of an iteration and of its transposed iteration, both started from zero,
are reciprocal: exchanging source and detector leaves the reading unchanged. -/
theorem increment_reciprocity {M K : Matrix ι ι ℝ} {a b : ι → ℝ} {x y : ℕ → ι → ℝ}
    (hx : IsRun M K b x) (hy : IsRun Mᵀ Kᵀ a y) (m : ℕ) :
    a ⬝ᵥ (x (m + 1) - x m) = b ⬝ᵥ (y (m + 1) - y m) := by
  have adj : ∀ (A : Matrix ι ι ℝ) (u v : ι → ℝ),
      (Aᵀ *ᵥ u) ⬝ᵥ v = u ⬝ᵥ (A *ᵥ v) := by
    intro A u v
    rw [Matrix.mulVec_transpose, Matrix.dotProduct_mulVec]
  -- move the factors of K one at a time from x to y
  have move : ∀ m k : ℕ, (Mᵀ *ᵥ (y (k + 1) - y k)) ⬝ᵥ (x (m + 1) - x m)
      = (Mᵀ *ᵥ (y (k + m + 1) - y (k + m))) ⬝ᵥ (x 1 - x 0) := by
    intro m
    induction m with
    | zero => intro k; rfl
    | succ m ih =>
      intro k
      have e : k + (m + 1) = k + 1 + m := by omega
      rw [adj, increment_step hx m, ← adj, ← increment_step hy k, ih (k + 1), e]
  have hx0 : M *ᵥ (x 1 - x 0) = b := by
    have h := hx.2 0
    rw [hx.1, Matrix.mulVec_zero, add_zero] at h
    rw [hx.1, sub_zero]
    exact h
  have hy0 : Mᵀ *ᵥ (y 1 - y 0) = a := by
    have h := hy.2 0
    rw [hy.1, Matrix.mulVec_zero, add_zero] at h
    rw [hy.1, sub_zero]
    exact h
  have h := move m 0
  rw [zero_add, zero_add, hy0, adj, hx0] at h
  rw [h, dotProduct_comm]
```

For Jacobi with a fixed diagonal $D$, the second iterate contains $D^{-1}KD^{-1}b$. Symmetry at $n=2$ for all $a,b$ therefore already requires $K(-B)=K(B)^T$.

## The left-hand matrix is transposed too

The condition $M(-B)=M(B)^T$ makes the reversed run the transposed one. Summing the increments from $0$ to $n-1$ then yields

$$\langle a,x_n\rangle=\langle b,y_n\rangle .$$

The proof rewrites the reversed run with `hM` and `hK` and does the sum by induction. It applies to any two such runs; their existence is not claimed when $M$ is singular.

```lean
/-- Onsager symmetry at every step: if both parts of the splitting are transposed when the field is
reversed, the iterates from zero obey `⟨a, x_n[b](B)⟩ = ⟨b, x_n[a](-B)⟩` for every `n`. -/
theorem onsager_every_step [Neg F] {M K : F → Matrix ι ι ℝ}
    (hM : ∀ B, M (-B) = (M B)ᵀ) (hK : ∀ B, K (-B) = (K B)ᵀ)
    {B : F} {a b : ι → ℝ} {x y : ℕ → ι → ℝ}
    (hx : IsRun (M B) (K B) b x) (hy : IsRun (M (-B)) (K (-B)) a y) (n : ℕ) :
    a ⬝ᵥ x n = b ⬝ᵥ y n := by
  rw [hM, hK] at hy
  induction n with
  | zero => rw [hx.1, hy.1, dotProduct_zero, dotProduct_zero]
  | succ n ih =>
    have h := increment_reciprocity hx hy n
    rw [dotProduct_sub, dotProduct_sub] at h
    linarith
```

For Jacobi, $M=D$ holds the out-scattering rates, taken as nonzero and independent of the field. In the textbook method $D$ is the whole diagonal of $D-K$, so $K$ has zero diagonal; here the name is used more broadly, and $K$ may keep a diagonal part. The type `ℝˣ` builds in the invertibility, which makes $x_{n+1}=D^{-1}(b+Kx_n)$ a run. A diagonal matrix is its own transpose, so `hM` is immediate.

```lean
/-- The Jacobi iterates `x_(n+1) = D⁻¹ (b + K x_n)`, `x_0 = 0`, for a diagonal `D` with invertible
entries `d i`. Unlike in the textbook Jacobi method, `K` may have a diagonal part. -/
def jacobi (d : ι → ℝˣ) (K : Matrix ι ι ℝ) (b : ι → ℝ) : ℕ → ι → ℝ
  | 0 => 0
  | n + 1 => fun i => (((d i)⁻¹ : ℝˣ) : ℝ) * (b i + (K *ᵥ jacobi d K b n) i)

/-- The Jacobi iterates form a splitting iteration whose left-hand matrix is the
diagonal `D`. -/
theorem jacobi_isRun [DecidableEq ι] (d : ι → ℝˣ) (K : Matrix ι ι ℝ) (b : ι → ℝ) :
    IsRun (Matrix.diagonal fun i => (d i : ℝ)) K b (jacobi d K b) := by
  refine ⟨rfl, fun n => ?_⟩
  ext i
  rw [Matrix.mulVec_diagonal]
  simp only [jacobi, Pi.add_apply]
  exact Units.mul_inv_cancel_left _ _

/-- Jacobi iterates with a field-independent invertible diagonal and `K(-B) = K(B)ᵀ` obey
the Onsager relation after any number of steps. -/
theorem jacobi_onsager [Neg F] (d : ι → ℝˣ) {K : F → Matrix ι ι ℝ}
    (hK : ∀ B, K (-B) = (K B)ᵀ) (B : F) (a b : ι → ℝ) (n : ℕ) :
    a ⬝ᵥ jacobi d (K B) b n = b ⬝ᵥ jacobi d (K (-B)) a n := by
  classical
  exact onsager_every_step (M := fun _ : F => Matrix.diagonal fun i => (d i : ℝ))
    (fun _ => (Matrix.diagonal_transpose _).symm) hK
    (jacobi_isRun d (K B) b) (jacobi_isRun d (K (-B)) a) n
```

## Convergence is not assumed

Take $D=1$ and $K=\begin{pmatrix}s&B\\-B&s\end{pmatrix}$, which satisfies the field-reversal condition. For $s=0$ this is the textbook Jacobi method. Let $x$ be a stationary solution, $x=b+Kx$, and $e_n=x_n-x$. Then $e_0=-x$, $e_{n+1}=Ke_n$, and the cross terms cancel in

$$|Ke|^2=(se_0+Be_1)^2+(-Be_0+se_1)^2=(s^2+B^2)|e|^2,$$

where $e_0,e_1$ now denote the components of a vector $e$. Hence $|x_n-x|^2=(s^2+B^2)^n|x|^2$. In the proof, the facts `e0` and `e1` are the two components of $e_{n+1}=Ke_n$.

```lean
/-- A two-component coupling with a field-even diagonal part `s` and a field-odd,
Hall-like part `B`. -/
def hallK (s B : ℝ) : Matrix (Fin 2) (Fin 2) ℝ := !![s, B; -B, s]

/-- Reversing the field transposes the Hall-like coupling. -/
theorem hallK_witness (s B : ℝ) : hallK s (-B) = (hallK s B)ᵀ := by
  ext i j
  fin_cases i <;> fin_cases j <;> simp [hallK]

/-- For the Hall-like coupling and `D = 1`, the squared distance of the `n`-th Jacobi iterate
from a stationary solution `x` is `(s² + B²)^n` times the squared length of `x`. -/
theorem hall_jacobi_error (s B : ℝ) {b x : Fin 2 → ℝ}
    (hx : x = b + hallK s B *ᵥ x) (n : ℕ) :
    (jacobi 1 (hallK s B) b n - x) ⬝ᵥ (jacobi 1 (hallK s B) b n - x)
      = (s ^ 2 + B ^ 2) ^ n * (x ⬝ᵥ x) := by
  have mv0 : ∀ v : Fin 2 → ℝ, (hallK s B *ᵥ v) 0 = s * v 0 + B * v 1 := by
    intro v
    simp [hallK, Matrix.mulVec, dotProduct, Fin.sum_univ_two]
  have mv1 : ∀ v : Fin 2 → ℝ, (hallK s B *ᵥ v) 1 = -B * v 0 + s * v 1 := by
    intro v
    simp [hallK, Matrix.mulVec, dotProduct, Fin.sum_univ_two]
  have hx0 := congrFun hx 0
  have hx1 := congrFun hx 1
  rw [Pi.add_apply, mv0] at hx0
  rw [Pi.add_apply, mv1] at hx1
  induction n with
  | zero => simp [jacobi]
  | succ n ih =>
    -- the error is multiplied by the coupling matrix
    have e0 : jacobi 1 (hallK s B) b (n + 1) 0 - x 0
        = s * (jacobi 1 (hallK s B) b n 0 - x 0)
          + B * (jacobi 1 (hallK s B) b n 1 - x 1) := by
      simp only [jacobi, Pi.one_apply, inv_one, Units.val_one, one_mul, mv0]
      linear_combination -hx0
    have e1 : jacobi 1 (hallK s B) b (n + 1) 1 - x 1
        = -B * (jacobi 1 (hallK s B) b n 0 - x 0)
          + s * (jacobi 1 (hallK s B) b n 1 - x 1) := by
      simp only [jacobi, Pi.one_apply, inv_one, Units.val_one, one_mul, mv1]
      linear_combination -hx1
    simp only [dotProduct, Fin.sum_univ_two, Pi.sub_apply] at ih ⊢
    rw [e0, e1]
    linear_combination (s ^ 2 + B ^ 2) * ih
```

If $s^2+B^2>1$ and $x\neq0$, the iterates diverge while the symmetry stays exact. For a linear transport equation with finitely many real components, passing the Onsager test is thus no evidence that a Jacobi solver of this kind has converged.

## A triangular left-hand matrix can break the symmetry

Gauss-Seidel for the symmetric, field-free matrix $\begin{pmatrix}2&-1\\-1&2\end{pmatrix}$ has $M=\begin{pmatrix}2&0\\-1&2\end{pmatrix}$, which is not its own transpose. Nor is $K$, but $K$ plays no role in the first sweep from zero.

```lean
/-- Gauss-Seidel sweeps from zero for the matrix `[[2, -1], [-1, 2]]`: the second component
is updated with the new value of the first. -/
def gaussSeidel (b : Fin 2 → ℝ) : ℕ → Fin 2 → ℝ
  | 0 => 0
  | n + 1 => ![(b 0 + gaussSeidel b n 1) / 2,
      (b 1 + (b 0 + gaussSeidel b n 1) / 2) / 2]

/-- The Gauss-Seidel sweeps form a splitting iteration whose left-hand matrix is the lower
triangle of `[[2, -1], [-1, 2]]`. -/
theorem gaussSeidel_isRun (b : Fin 2 → ℝ) :
    IsRun !![2, 0; -1, 2] !![0, 1; 0, 0] b (gaussSeidel b) := by
  refine ⟨rfl, fun n => ?_⟩
  ext i
  fin_cases i <;>
    simp [gaussSeidel, Matrix.mulVec, dotProduct, Fin.sum_univ_two] <;> ring
```

Let $u_n$ and $v_n$ be the second components for sources $(1,0)$ and $(0,1)$. Then $u_{n+1}=(1+u_n)/4$ and $v_{n+1}=1/2+v_n/4$, with $u_0=v_0=0$, so

$$u_n=\frac{1-4^{-n}}3,\qquad v_n=\frac{2(1-4^{-n})}3 .$$

```lean
/-- The second component after `n` Gauss-Seidel sweeps, for a unit source in the first and
in the second component. -/
theorem gaussSeidel_closed (n : ℕ) :
    gaussSeidel ![1, 0] n 1 = (1 - (1 / 4) ^ n) / 3 ∧
      gaussSeidel ![0, 1] n 1 = 2 * (1 - (1 / 4) ^ n) / 3 := by
  induction n with
  | zero => simp [gaussSeidel]
  | succ n ih =>
    have h1 : gaussSeidel ![1, 0] (n + 1) 1
        = (0 + (1 + gaussSeidel ![1, 0] n 1) / 2) / 2 := by simp [gaussSeidel]
    have h2 : gaussSeidel ![0, 1] (n + 1) 1
        = (1 + (0 + gaussSeidel ![0, 1] n 1) / 2) / 2 := by simp [gaussSeidel]
    rw [h1, h2, ih.1, ih.2, pow_succ]
    constructor <;> ring
```

For source $(0,1)$ the first component after $n+1$ sweeps is $v_n/2$, the step called `lag`. The two cross responses differ by

$$u_{n+1}-\frac{v_n}2=\frac{4^{-n}-4^{-(n+1)}}3=4^{-(n+1)} .$$

After one sweep they are $1/4$ and $0$. From then on the defect shrinks with every sweep but never vanishes.

```lean
/-- After `n + 1` Gauss-Seidel sweeps for the symmetric matrix `[[2, -1], [-1, 2]]`, the two
cross responses to unit sources differ by exactly `(1/4)^(n+1)`. -/
theorem gaussSeidel_asymmetry (n : ℕ) :
    ![0, 1] ⬝ᵥ gaussSeidel ![1, 0] (n + 1) - ![1, 0] ⬝ᵥ gaussSeidel ![0, 1] (n + 1)
      = (1 / 4) ^ (n + 1) := by
  have d1 : ∀ v : Fin 2 → ℝ, ![0, 1] ⬝ᵥ v = v 1 := by
    intro v
    simp [dotProduct, Fin.sum_univ_two]
  have d0 : ∀ v : Fin 2 → ℝ, ![1, 0] ⬝ᵥ v = v 0 := by
    intro v
    simp [dotProduct, Fin.sum_univ_two]
  -- the first component lags one sweep behind the second
  have lag : gaussSeidel ![0, 1] (n + 1) 0 = gaussSeidel ![0, 1] n 1 / 2 := by
    simp [gaussSeidel]
  rw [d1, d0, lag, (gaussSeidel_closed (n + 1)).1, (gaussSeidel_closed n).2, pow_succ]
  ring

end

end OnsagerIteration
```

```lean
#print axioms OnsagerIteration.onsager_every_step
#print axioms OnsagerIteration.jacobi_onsager
#print axioms OnsagerIteration.gaussSeidel_isRun
#print axioms OnsagerIteration.gaussSeidel_asymmetry
```

```
'OnsagerIteration.onsager_every_step' depends on axioms: [propext, Classical.choice, Quot.sound]
'OnsagerIteration.jacobi_onsager' depends on axioms: [propext, Classical.choice, Quot.sound]
'OnsagerIteration.gaussSeidel_isRun' depends on axioms: [propext, Classical.choice, Quot.sound]
'OnsagerIteration.gaussSeidel_asymmetry' depends on axioms: [propext, Classical.choice, Quot.sound]
```
